# For nonnegative stationary covariances, blocking never weakens the naive lower bound on the variance of the mean

Let $X_0, X_1, \dots$ be real random variables, the successive measurements of one observable in a simulation. The first $n$ of them have finite second moments, and their covariances depend only on the lag:

$$\operatorname{Cov}(X_i, X_{i+t}) = c(t) \qquad \text{whenever } i+t<n .$$

Indices and lags start at $0$, so $c(0)$ is the variance of a single datum. The sample mean of the first $n\ge 1$ data is $\bar X_n = \frac1n\sum_{i<n} X_i$. Blocking replaces the series by its pair averages

$$Y_i = \tfrac12\,(X_{2i} + X_{2i+1}),$$

so $2N$ data become $N$. The naive variance of the mean is the variance of one datum divided by the number of data, which is correct for uncorrelated data.

## One blocking step on means and covariances

If $2N$ data have covariance function $c$, their $N$ pair averages have covariance function $c'$, with

$$c'(0) = \frac{c(0)+c(1)}{2}, \qquad c'(t+1) = \frac{c(2t+1)}{4} + \frac{c(2t+2)}{2} + \frac{c(2t+3)}{4},$$

and the same sample mean, $\bar Y_N = \bar X_{2N}$. If also $N>0$ and $c(t)\ge 0$ for all $t<2N$, then

$$\frac{c(0)}{2N} \;\le\; \frac{c'(0)}{N} \;\le\; \operatorname{Var}(\bar X_{2N}),$$

and the first inequality is an equality exactly when $c(1)=0$.

## Error bars from correlated simulation data

A blocking analysis of a Monte Carlo or molecular dynamics run computes the naive variance of the mean, averages neighbouring data, and repeats, looking for a plateau. For a stationary series with nonnegative covariances, and with an even number of data before each blocking so that none is discarded, the exact quantities behind that plot never decrease from one level to the next and never exceed the true variance of the mean. The square root of each is therefore a lower bound on the statistical error.

The equality condition concerns one step only. Suppose two independent chains with the same stationary covariance function, positive at lag one, are written to file alternately. Then $c(1)=0$ and the first step is flat, but $c(2)>0$ makes $c'(1)$ positive, and the next step rises.

Nonnegativity says that no two measurements in the run are anticorrelated. Monte Carlo moves designed to produce anticorrelation can violate it, and so can an observable that oscillates in molecular dynamics. If $c(1)<0$, the first blocking step lowers the naive value.

## From four covariances to the bounds

By bilinearity, the covariance of two pair averages is a quarter of the sum of four covariances:

$$\operatorname{Cov}(Y_i,Y_j) = \tfrac14\sum_{a,b\in\{0,1\}} \operatorname{Cov}(X_{2i+a},X_{2j+b}).$$

For $j=i$ the lags are $0,1,1,0$, so the result is $(c(0)+c(1))/2$. For $j=i+t+1$ the lags are $2t+2$, $2t+3$, $2t+1$ and $2t+2$, which gives the stated $c'(t+1)$.

The mean is unchanged because each datum enters exactly one pair:

$$\frac1N\sum_{i<N}Y_i = \frac1{2N}\sum_{i<N}(X_{2i}+X_{2i+1}) = \frac1{2N}\sum_{i<2N}X_i .$$

For $n\ge1$ data with nonnegative covariances, dropping the off-diagonal terms of the double sum gives

$$\operatorname{Var}(\bar X_n) = \frac1{n^2}\sum_{i,j<n}\operatorname{Cov}(X_i,X_j) \;\ge\; \frac{n\,c(0)}{n^2} = \frac{c(0)}{n}.$$

The function $c'$ is a combination of values of $c$ with positive weights, so it is nonnegative too. The last bound therefore applies to the blocked series, and since the means agree, $c'(0)/N \le \operatorname{Var}(\bar Y_N) = \operatorname{Var}(\bar X_{2N})$. The lower inequality and its equality case both follow from

$$\frac{c'(0)}{N} = \frac{c(0)}{2N} + \frac{c(1)}{2N}.$$

Write $c^{(k)}$ for the covariance function after $k$ blockings. Starting from $2^k\cdot 2N$ data, the same argument at level $k$ gives

$$\frac{c^{(k)}(0)}{2N} \le \frac{c^{(k+1)}(0)}{N} \le \operatorname{Var}(\bar X_{2^k\cdot 2N}),$$

with equality on the left exactly when $c^{(k)}(1)=0$. Starting from $2^k$ data, $k$ blockings leave a single datum, the mean itself, so $\operatorname{Var}(\bar X_{2^k}) = c^{(k)}(0)$. This last identity needs no sign condition.

## The Lean file

```lean
import Mathlib

open MeasureTheory ProbabilityTheory

namespace BlockingTransform

noncomputable section

variable {Ω : Type*}

/-- The blocked series: each new datum is the average of two neighbouring data. -/
def block (X : ℕ → Ω → ℝ) (i : ℕ) : Ω → ℝ :=
  (1 / 2 : ℝ) • (X (2 * i) + X (2 * i + 1))

/-- The sample mean of the first `n` data, for `n ≥ 1`. -/
def sampleMean (X : ℕ → Ω → ℝ) (n : ℕ) : Ω → ℝ :=
  (1 / (n : ℝ)) • ∑ i ∈ Finset.range n, X i

/-- The blocking transform of a covariance function `c` of the lag. -/
def blockCov (c : ℕ → ℝ) : ℕ → ℝ
  | 0 => (c 0 + c 1) / 2
  | t + 1 => c (2 * t + 1) / 4 + c (2 * t + 2) / 2 + c (2 * t + 3) / 4

/-- The first `n` data have finite second moments, and the covariance of two of them
is the function `c` of their lag. -/
def StationaryCov [MeasurableSpace Ω] (μ : Measure Ω) (X : ℕ → Ω → ℝ) (n : ℕ)
    (c : ℕ → ℝ) : Prop :=
  (∀ i < n, MemLp (X i) 2 μ) ∧ ∀ i t, i + t < n → cov[X i, X (i + t); μ] = c t

/-- The mean of `N` pair averages is the mean of the `2N` original data. -/
theorem sampleMean_block (X : ℕ → Ω → ℝ) (N : ℕ) :
    sampleMean (block X) N = sampleMean X (2 * N) := by
  have key : ∀ n : ℕ, ∑ i ∈ Finset.range (2 * n), X i
      = (2 : ℝ) • ∑ i ∈ Finset.range n, block X i := by
    intro n
    induction n with
    | zero => simp
    | succ n ih =>
      rw [show 2 * (n + 1) = 2 * n + 1 + 1 by ring, Finset.sum_range_succ,
        Finset.sum_range_succ, Finset.sum_range_succ, ih, block]
      module
  unfold sampleMean
  rw [key, smul_smul]
  congr 1
  push_cast
  ring

/-- The blocking transform keeps nonnegative covariances nonnegative. -/
theorem blockCov_nonneg {c : ℕ → ℝ} {N : ℕ} (hc : ∀ t < 2 * N, 0 ≤ c t) :
    ∀ t < N, 0 ≤ blockCov c t := by
  intro t ht
  cases t with
  | zero =>
    have h0 := hc 0 (by omega)
    have h1 := hc 1 (by omega)
    simp only [blockCov]
    linarith
  | succ t =>
    have h1 := hc (2 * t + 1) (by omega)
    have h2 := hc (2 * t + 2) (by omega)
    have h3 := hc (2 * t + 3) (by omega)
    simp only [blockCov]
    linarith

variable [MeasurableSpace Ω] {μ : Measure Ω} [IsProbabilityMeasure μ]

/-- The covariance of two pair averages is the average of the four covariances between
their members. -/
theorem cov_pair {A B C D : Ω → ℝ} (hA : MemLp A 2 μ) (hB : MemLp B 2 μ)
    (hC : MemLp C 2 μ) (hD : MemLp D 2 μ) :
    cov[(1 / 2 : ℝ) • (A + B), (1 / 2 : ℝ) • (C + D); μ]
      = (cov[A, C; μ] + cov[A, D; μ] + cov[B, C; μ] + cov[B, D; μ]) / 4 := by
  rw [covariance_smul_left, covariance_smul_right, covariance_add_left hA hB (hC.add hD),
    covariance_add_right hA hC hD, covariance_add_right hB hC hD]
  ring

/-- If `2N` data have covariance function `c`, their `N` pair averages have covariance
function `blockCov c`. -/
theorem stationaryCov_block {X : ℕ → Ω → ℝ} {c : ℕ → ℝ} {N : ℕ}
    (h : StationaryCov μ X (2 * N) c) : StationaryCov μ (block X) N (blockCov c) := by
  have hs : ∀ i j t, i + t = j → j < 2 * N → cov[X i, X j; μ] = c t := by
    intro i j t hj hlt
    subst hj
    exact h.2 i t hlt
  refine ⟨fun i hi => ?_, fun i t hit => ?_⟩
  · unfold block
    exact ((h.1 _ (by omega)).add (h.1 _ (by omega))).const_smul _
  · unfold block
    rw [cov_pair (h.1 _ (by omega)) (h.1 _ (by omega)) (h.1 _ (by omega))
      (h.1 _ (by omega))]
    cases t with
    | zero =>
      -- within one pair: two variances and twice the lag-one covariance
      have h10 : cov[X (2 * i + 1), X (2 * (i + 0)); μ] = c 1 := by
        rw [covariance_comm]
        exact hs _ _ 1 (by omega) (by omega)
      rw [h10, hs (2 * i) (2 * (i + 0)) 0 (by omega) (by omega),
        hs (2 * i) (2 * (i + 0) + 1) 1 (by omega) (by omega),
        hs (2 * i + 1) (2 * (i + 0) + 1) 0 (by omega) (by omega)]
      simp only [blockCov]
      ring
    | succ t =>
      rw [hs (2 * i) (2 * (i + (t + 1))) (2 * t + 2) (by omega) (by omega),
        hs (2 * i) (2 * (i + (t + 1)) + 1) (2 * t + 3) (by omega) (by omega),
        hs (2 * i + 1) (2 * (i + (t + 1))) (2 * t + 1) (by omega) (by omega),
        hs (2 * i + 1) (2 * (i + (t + 1)) + 1) (2 * t + 2) (by omega) (by omega)]
      simp only [blockCov]
      ring

/-- For nonnegative covariances, the variance of one datum is at most `n` times the
variance of the mean of `n` data. -/
theorem le_mul_variance_mean {X : ℕ → Ω → ℝ} {c : ℕ → ℝ} {n : ℕ} (hn : 0 < n)
    (h : StationaryCov μ X n c) (hc : ∀ t < n, 0 ≤ c t) :
    c 0 ≤ n * Var[sampleMean X n; μ] := by
  have hnn : ∀ i j, i < n → j < n → 0 ≤ cov[X i, X j; μ] := by
    intro i j hi hj
    rcases le_total i j with hij | hij
    · obtain ⟨t, rfl⟩ := Nat.exists_eq_add_of_le hij
      rw [h.2 i t hj]
      exact hc t (by omega)
    · obtain ⟨t, rfl⟩ := Nat.exists_eq_add_of_le hij
      rw [covariance_comm, h.2 j t hi]
      exact hc t (by omega)
  -- keep only the diagonal of the double sum of covariances
  have key : (n : ℝ) * c 0
      ≤ ∑ i ∈ Finset.range n, ∑ j ∈ Finset.range n, cov[X i, X j; μ] := by
    calc (n : ℝ) * c 0 = ∑ i ∈ Finset.range n, c 0 := by simp
      _ ≤ _ := Finset.sum_le_sum fun i hi => by
        have h0 : cov[X i, X i; μ] = c 0 := h.2 i 0 (Finset.mem_range.1 hi)
        rw [← h0]
        exact Finset.single_le_sum (f := fun j => cov[X i, X j; μ])
          (fun j hj => hnn i j (Finset.mem_range.1 hi) (Finset.mem_range.1 hj)) hi
  have hn' : (0 : ℝ) < n := by exact_mod_cast hn
  unfold sampleMean
  rw [variance_smul, variance_sum' (fun i hi => h.1 i (Finset.mem_range.1 hi))]
  calc c 0 = n * ((1 / (n : ℝ)) ^ 2 * (n * c 0)) := by field_simp
    _ ≤ _ := by gcongr

/-- For nonnegative covariances, blocking does not lower the naive value (variance of one
datum over number of data), which stays at most the variance of the mean; blocking leaves
it unchanged exactly when the lag-one covariance vanishes. -/
theorem blocking_bounds {X : ℕ → Ω → ℝ} {c : ℕ → ℝ} {N : ℕ} (hN : 0 < N)
    (h : StationaryCov μ X (2 * N) c) (hc : ∀ t < 2 * N, 0 ≤ c t) :
    c 0 / (2 * N) ≤ blockCov c 0 / N ∧
      blockCov c 0 / N ≤ Var[sampleMean X (2 * N); μ] ∧
      (c 0 / (2 * N) = blockCov c 0 / N ↔ c 1 = 0) := by
  have h1 := hc 1 (by omega)
  have hN' : (0 : ℝ) < N := by exact_mod_cast hN
  have hb := le_mul_variance_mean hN (stationaryCov_block h) (blockCov_nonneg hc)
  rw [sampleMean_block] at hb
  have e : blockCov c 0 / N = c 0 / (2 * N) + c 1 / (2 * N) := by
    simp only [blockCov]
    ring
  refine ⟨?_, (div_le_iff₀' hN').2 hb, ?_⟩
  · have h2 : 0 ≤ c 1 / (2 * (N : ℝ)) := by positivity
    linarith
  · rw [e]
    constructor
    · intro hh
      have h0 : c 1 / (2 * (N : ℝ)) = 0 := by linarith
      rcases div_eq_zero_iff.1 h0 with h2 | h2
      · exact h2
      · exfalso
        linarith
    · intro hh
      rw [hh]
      simp

/-- After `k` blockings of `2^k N` data, the covariance function has been transformed `k`
times and the sample mean is the original one. -/
theorem iterate_block (k N : ℕ) {X : ℕ → Ω → ℝ} {c : ℕ → ℝ}
    (h : StationaryCov μ X (2 ^ k * N) c) :
    StationaryCov μ (block^[k] X) N (blockCov^[k] c) ∧
      sampleMean (block^[k] X) N = sampleMean X (2 ^ k * N) := by
  induction k generalizing X c with
  | zero => simpa using h
  | succ k ih =>
    have e : 2 ^ (k + 1) * N = 2 * (2 ^ k * N) := by ring
    rw [e] at h ⊢
    rw [← sampleMean_block]
    exact ih (stationaryCov_block h)

/-- The bounds of one blocking step hold at every level `k` of repeated blocking, with the
variance of the mean of all the original data as upper bound. -/
theorem blocking_bounds_iterate (k : ℕ) {N : ℕ} (hN : 0 < N) {X : ℕ → Ω → ℝ} {c : ℕ → ℝ}
    (h : StationaryCov μ X (2 ^ k * (2 * N)) c) (hc : ∀ t < 2 ^ k * (2 * N), 0 ≤ c t) :
    (blockCov^[k] c) 0 / (2 * N) ≤ (blockCov^[k + 1] c) 0 / N ∧
      (blockCov^[k + 1] c) 0 / N ≤ Var[sampleMean X (2 ^ k * (2 * N)); μ] ∧
      ((blockCov^[k] c) 0 / (2 * N) = (blockCov^[k + 1] c) 0 / N ↔
        (blockCov^[k] c) 1 = 0) := by
  have hnn : ∀ (k M : ℕ) (d : ℕ → ℝ), (∀ t < 2 ^ k * M, 0 ≤ d t) →
      ∀ t < M, 0 ≤ (blockCov^[k] d) t := by
    intro k M
    induction k with
    | zero => intro d hd; simpa using hd
    | succ k ih =>
      intro d hd
      rw [show 2 ^ (k + 1) * M = 2 * (2 ^ k * M) by ring] at hd
      exact ih (blockCov d) (blockCov_nonneg hd)
  obtain ⟨hs, hm⟩ := iterate_block k (2 * N) h
  rw [← hm, Function.iterate_succ_apply']
  exact blocking_bounds hN hs (hnn k (2 * N) c hc)

/-- For `2^k` data, the variance of the mean is the zero-lag value of the covariance
function after `k` blocking transforms. -/
theorem variance_mean_eq_full_blocking (k : ℕ) {X : ℕ → Ω → ℝ} {c : ℕ → ℝ}
    (h : StationaryCov μ X (2 ^ k) c) :
    Var[sampleMean X (2 ^ k); μ] = (blockCov^[k] c) 0 := by
  obtain ⟨hs, hm⟩ := iterate_block k 1 (by rwa [mul_one])
  rw [mul_one] at hm
  have h1 : ∀ Y : ℕ → Ω → ℝ, sampleMean Y 1 = Y 0 := by
    intro Y
    simp [sampleMean]
  rw [← hm, h1, ← covariance_self (hs.1 0 one_pos).aestronglyMeasurable.aemeasurable]
  exact hs.2 0 0 one_pos

/-- A standard Gaussian variable repeated `n` times has the constant covariance
function `1`. -/
theorem stationaryCov_witness (n : ℕ) :
    StationaryCov (gaussianReal 0 1) (fun _ => (id : ℝ → ℝ)) n (fun _ => 1) := by
  refine ⟨fun _ _ => memLp_id_gaussianReal' 2 (by simp), fun i t _ => ?_⟩
  show cov[(id : ℝ → ℝ), (id : ℝ → ℝ); gaussianReal 0 1] = 1
  rw [covariance_self aemeasurable_id, variance_id_gaussianReal]
  exact NNReal.coe_one

end

end BlockingTransform
```

```lean
#print axioms BlockingTransform.blocking_bounds
#print axioms BlockingTransform.blocking_bounds_iterate
#print axioms BlockingTransform.variance_mean_eq_full_blocking
```

```
'BlockingTransform.blocking_bounds' depends on axioms: [propext, Classical.choice, Quot.sound]
'BlockingTransform.blocking_bounds_iterate' depends on axioms: [propext, Classical.choice, Quot.sound]
'BlockingTransform.variance_mean_eq_full_blocking' depends on axioms: [propext, Classical.choice, Quot.sound]
```

## How the Lean statements describe a time series

The series is `X : ℕ → Ω → ℝ`, a sequence of functions on a sample space `Ω` with a probability measure `μ`. The sequence is formally infinite, but `StationaryCov μ X n c` constrains only its first `n` members: each lies in $L^2$ (`MemLp (X i) 2 μ`), and their covariances are given by `c`. Values of `c` at lags of `n` or more play no role.

The definitions `block`, `sampleMean` and `blockCov` are $Y$, $\bar X_n$ and $c'$. Writing a pair of data as `i` and `i + t` avoids the absolute value of an index difference; symmetry of the covariance supplies the other order.

The covariance formula is `stationaryCov_block`, which applies `cov_pair` and then identifies the four lags. The invariance of the mean is `sampleMean_block`, proved by induction on the number of pairs. The diagonal bound is `le_mul_variance_mean`, stated as `c 0 ≤ n * Var[sampleMean X n; μ]`; there `variance_sum'` expands the variance into the double sum, and `Finset.single_le_sum` keeps one diagonal term per row. `blocking_bounds` combines these with `blockCov_nonneg` and contains both inequalities and the equality condition.

In the repeated versions, `block^[k]` and `blockCov^[k]` denote `k`-fold application. `iterate_block` carries the covariance function and the mean through all levels by induction, `blocking_bounds_iterate` gives the bounds at level `k` when the original covariances are nonnegative, and `variance_mean_eq_full_blocking` is the identity for $2^k$ data.

The theorem `stationaryCov_witness` supplies an extreme example: one standard Gaussian variable repeated `n` times, with $c(t)=1$ throughout. For $2N$ such data the three quantities in the main bound are $1/(2N)$, $1/N$ and $1$.

## Lags as equations that `omega` can solve

The covariance formula turns on a small restatement inside `stationaryCov_block`. The hypothesis speaks of `X (i + t)`, whereas blocking produces terms such as `X (2 * (i + (t + 1)) + 1)`. This index equals `2 * i + (2 * t + 3)`, but it does not have that form, so a direct rewrite with the hypothesis fails to match.

The local statement `hs` therefore takes the second index as a free variable `j`, together with a proof of `i + t = j`. Its own proof substitutes `j` away with `subst` and uses the original hypothesis. Each use then gives the lag, with the two indices either named or inferred from the goal, and leaves a linear equation and a range condition over the natural numbers, which `omega` decides. The range conditions also confirm that blocking `2 * N` data never calls for a covariance beyond the available series.

## A covariance matrix in place of a function of the lag

The data could also be described by a general covariance matrix $C_{ij}$, without stationarity. Blocking would then average $2\times2$ submatrices, and the naive value would become $\frac1{n^2}\sum_{i<n} C_{ii}$. With nonnegative entries the same derivation gives the corresponding two inequalities, and the first is an equality exactly when the covariance within every pair vanishes. This version would admit a run whose fluctuations are still changing during equilibration, but the recursion from $c$ to $c'$ would be replaced by one for whole matrices.

## Exact covariances, not estimated ones

The theorems concern the true covariances of the random variables. A simulation code estimates $c^{(k)}(0)$ from a single run, and that estimate has its own bias and noise, the latter severe when few blocks remain. A measured blocking curve can therefore fall from one level to the next even when every hypothesis holds. The file contains no error bar for the estimated variance and no rule for choosing a blocking level.

Stationarity is assumed for the covariances and not derived from a Markov chain or an equation of motion. For a Markov chain it holds, for example, when the run starts in its equilibrium distribution. Equal expectations are not required. The variance of the mean measures fluctuations about the mean's own expectation, so a systematic offset from poor equilibration is not part of it.

The bounds also do not say at which level the naive value comes close to the true variance. That depends on how quickly $c$ decays, and no decay is assumed. The identity at full blocking is exact, but it refers to the variance of a single remaining datum, which one run cannot estimate from that datum alone.
